# A sum over triples of occupied and virtual spin orbitals equals a sum over spatial orbitals and spins

The theorem `total_spin` concerns a real array `F` with three occupied and three virtual spin-orbital indices, each a pair of a spatial orbital and one of two spin values. It states that the sum of `F` over all six indices equals the sum over the six spatial orbitals of the sum over the six spins. The sets of spatial orbitals are finite, and `F` is arbitrary, with no antisymmetry or spin conservation assumed. The attempt asks one `simp only` call to split every spin-orbital sum into a spatial sum and a spin sum, and to move the spin sums to the right by exchanging neighbouring sums.

As first written in Lean, the proof fails:

```lean
import Mathlib

open Finset

namespace PerturbativeTriples

noncomputable section

/-- Real arrays with three occupied indices `i j k` and three virtual indices `a b c`. -/
abbrev Triples (o v : Type*) := o → o → o → v → v → v → ℝ

variable {o v : Type*}

variable [Fintype o] [Fintype v]

/-- The sum of an array over all its occupied and virtual indices. -/
def total (F : Triples o v) : ℝ := ∑ i, ∑ j, ∑ k, ∑ a, ∑ b, ∑ c, F i j k a b c

/-- A sum over spin orbitals is a sum over spatial orbitals of a sum over spins. -/
theorem total_spin (F : Triples (o × Bool) (v × Bool)) :
    total F = total fun i j k a b c => ∑ p, ∑ q, ∑ r, ∑ x, ∑ y, ∑ z,
      F (i, p) (j, q) (k, r) (a, x) (b, y) (c, z) := by
  -- move each spin sum to the right of the spatial sums
  have ho : ∀ g : Bool → o → ℝ, ∑ s, ∑ i, g s i = ∑ i, ∑ s, g s i :=
    fun _ => Finset.sum_comm
  have hv : ∀ g : Bool → v → ℝ, ∑ s, ∑ a, g s a = ∑ a, ∑ s, g s a :=
    fun _ => Finset.sum_comm
  simp only [total, Fintype.sum_prod_type, ho, hv]

end

end PerturbativeTriples
```

Messages:

```
Main.lean:28:2: error: `simp` failed: maximum number of steps exceeded
```

What went wrong. The message says that `simp` reached its step limit before finishing. The rules do not go in a circle: `ho` and `hv` only move a sum over `Bool` to the right past a spatial sum, never back. The trouble is cost. After a change inside a term, `simp` goes through the term again, and here twelve sums end up nested, with many exchanges to make, so the repeated passes multiply.

The repair fixes the order of the steps. Each spin-orbital sum is split once by `Fintype.sum_prod_type`, and `sum_congr` removes the outer sums that agree on both sides. The lemmas `m₅` to `m₁` each carry one spin sum past all the spatial sums that remain, and are used to bring that spin sum to the front on the right-hand side, where `sum_congr` can remove it too. `m₅` to `m₂` are proved by writing the spin sum as two terms, which is a small task for `simp`; `m₁` is the old `hv` renamed.

As a diff, the version that Lean accepts:

```diff
@@ -21,10 +21,47 @@
     total F = total fun i j k a b c => ∑ p, ∑ q, ∑ r, ∑ x, ∑ y, ∑ z,
       F (i, p) (j, q) (k, r) (a, x) (b, y) (c, z) := by
-  -- move each spin sum to the right of the spatial sums
-  have ho : ∀ g : Bool → o → ℝ, ∑ s, ∑ i, g s i = ∑ i, ∑ s, g s i :=
+  -- a single spin sum moves past the spatial sums to its right
+  have m₅ : ∀ g : Bool → o → o → v → v → v → ℝ,
+      ∑ s, ∑ j, ∑ k, ∑ a, ∑ b, ∑ c, g s j k a b c
+        = ∑ j, ∑ k, ∑ a, ∑ b, ∑ c, ∑ s, g s j k a b c := by
+    intro g
+    simp only [Fintype.sum_bool, Finset.sum_add_distrib]
+  have m₄ : ∀ g : Bool → o → v → v → v → ℝ,
+      ∑ s, ∑ k, ∑ a, ∑ b, ∑ c, g s k a b c = ∑ k, ∑ a, ∑ b, ∑ c, ∑ s, g s k a b c := by
+    intro g
+    simp only [Fintype.sum_bool, Finset.sum_add_distrib]
+  have m₃ : ∀ g : Bool → v → v → v → ℝ,
+      ∑ s, ∑ a, ∑ b, ∑ c, g s a b c = ∑ a, ∑ b, ∑ c, ∑ s, g s a b c := by
+    intro g
+    simp only [Fintype.sum_bool, Finset.sum_add_distrib]
+  have m₂ : ∀ g : Bool → v → v → ℝ,
+      ∑ s, ∑ b, ∑ c, g s b c = ∑ b, ∑ c, ∑ s, g s b c := by
+    intro g
+    simp only [Fintype.sum_bool, Finset.sum_add_distrib]
+  have m₁ : ∀ g : Bool → v → ℝ, ∑ s, ∑ c, g s c = ∑ c, ∑ s, g s c :=
     fun _ => Finset.sum_comm
-  have hv : ∀ g : Bool → v → ℝ, ∑ s, ∑ a, g s a = ∑ a, ∑ s, g s a :=
-    fun _ => Finset.sum_comm
-  simp only [total, Fintype.sum_prod_type, ho, hv]
+  -- split off the spin orbitals one at a time, from the outside in
+  simp only [total]
+  rw [Fintype.sum_prod_type]
+  refine sum_congr rfl fun i _ => ?_
+  refine Eq.trans ?_ (m₅ _)
+  refine sum_congr rfl fun p _ => ?_
+  rw [Fintype.sum_prod_type]
+  refine sum_congr rfl fun j _ => ?_
+  refine Eq.trans ?_ (m₄ _)
+  refine sum_congr rfl fun q _ => ?_
+  rw [Fintype.sum_prod_type]
+  refine sum_congr rfl fun k _ => ?_
+  refine Eq.trans ?_ (m₃ _)
+  refine sum_congr rfl fun r _ => ?_
+  rw [Fintype.sum_prod_type]
+  refine sum_congr rfl fun a _ => ?_
+  refine Eq.trans ?_ (m₂ _)
+  refine sum_congr rfl fun x _ => ?_
+  rw [Fintype.sum_prod_type]
+  refine sum_congr rfl fun b _ => ?_
+  refine Eq.trans ?_ (m₁ _)
+  refine sum_congr rfl fun y _ => ?_
+  exact Fintype.sum_prod_type _
 
 end
```
